# The three-term recursion from $(x+iy)^m$ gives homogeneous harmonic polynomials with $\partial_z R_l=(l+m)R_{l-1}$

Fix a natural number $m$, put $r^2=x^2+y^2+z^2$, and start from $R_{m-1}=0$ and $R_m=(x+iy)^m$. The recursion

$$(l-m+1)\,R_{l+1}=(2l+1)\,z\,R_l-(l+m)\,r^2R_{l-1},\qquad l\ge m,$$

should then give polynomials that are homogeneous of degree $l$, have zero Laplacian, and satisfy $\partial_z R_l=(l+m)R_{l-1}$. I know these as unnormalised solid harmonics, but I would like to see all three properties derived from the recursion alone, without Legendre functions or angles, and checked by machine. Can that be done in Lean?

## Harmonicity follows from the $z$-derivative rule

Yes. All three properties hold for every $l\ge m$, and the same recursion gives $L_zR_l=mR_l$ and $R_l\neq0$, where $L_z=-i(x\partial_y-y\partial_x)$ in units of $\hbar$. In electronic structure, many atom-centred basis functions take their angular part from such polynomials, usually from their real and imaginary parts; here the complex polynomials are treated for $m\ge0$, without radial parts or normalisation.

**Degree.** $R_m$ has degree $m$. If $R_l$ and $R_{l-1}$ are homogeneous of degrees $l$ and $l-1$, both terms on the right of the recursion are homogeneous of degree $l+1$, and so is $R_{l+1}$.

**The starting polynomial.** Let $w=x+iy$. No power of $w$ depends on $z$. Suppose that $p=w^n$ satisfies $(\partial_x+i\partial_y)p=0$ and $\Delta p=0$, as it does for $n=0$. Then

$$(\partial_x+i\partial_y)(pw)=w(\partial_x+i\partial_y)p+p(1+i^2)=0,$$
$$\Delta(pw)=w\,\Delta p+2(\partial_x p+i\,\partial_y p)=0.$$

By induction $\Delta w^m=0$.

**The $z$-derivative.** For $l=m$ both sides of the rule vanish. For $l=m+1$ the recursion reads $R_{m+1}=(2m+1)zR_m$, so $\partial_zR_{m+1}=(2m+1)R_m$. Now let $l\ge m+1$ and assume the rule for $l$ and $l-1$. Differentiating the recursion gives

$$(l-m+1)\,\partial_zR_{l+1}=(2l+1)R_l+(l+m)\left[(2l-1)zR_{l-1}-(l+m-1)r^2R_{l-2}\right],$$

where the last term is absent if $l=m+1$. The bracket is the right side of the previous recursion step, so it equals $(l-m)R_l$. The total coefficient of $R_l$ is

$$2l+1+(l+m)(l-m)=(l+1)^2-m^2=(l-m+1)(l+m+1).$$

Cancelling $l-m+1$ leaves $\partial_zR_{l+1}=(l+1+m)R_l$.

**The Laplacian.** For any polynomial $p$,

$$\Delta(zp)=z\,\Delta p+2\,\partial_zp,$$
$$\Delta(r^2p)=r^2\Delta p+4(x\partial_x+y\partial_y+z\partial_z)p+6p.$$

First, $\Delta R_{m+1}=2(2m+1)\partial_zR_m=0$. For $l\ge m+1$, assume $\Delta R_l=\Delta R_{l-1}=0$. Euler's identity turns the first-order operator acting on $R_{l-1}$ into the factor $l-1$, and therefore

$$(l-m+1)\,\Delta R_{l+1}=2(2l+1)(l+m)R_{l-1}-(l+m)\left[4(l-1)+6\right]R_{l-1}=0.$$

**Angular momentum and non-vanishing.** $L_z$ obeys the product rule, with $L_zz=0$, $L_zr^2=0$ and $L_zw=w$. Hence $L_zw^m=mw^m$, and the recursion carries the eigenvalue $m$ upwards. If some $R_{l+1}$ were zero, its $z$-derivative $(l+1+m)R_l$ would be zero too, and so would $R_l$. Descending this way reaches $w^m$, which equals 1 at $(1,0,0)$.

**The smallest case.** For $m=0$ the family starts with $R_0=1$, $R_1=z$ and $R_2=\tfrac12(3z^2-r^2)=z^2-\tfrac12(x^2+y^2)$. Indeed $\partial_zR_2=2z=2R_1$ and $\Delta R_2=2-1-1=0$.

## How the Lean statement encodes $R_l$

`Poly` is the type of polynomials in three variables with complex coefficients; `X 0`, `X 1` and `X 2` are $x$, $y$ and $z$. `C` turns a complex number into a constant polynomial, and `pderiv i` is the formal partial derivative.

The Lean index is $k=l-m$, so `solidHarmonic m k` is $R_{m+k}$. This builds in $l\ge m$ and avoids the index $-1$ at $m=0$. The definition divides by $k+2$ at each later step; `recurrence` restores the form without division, with $l=m+k+1$ in its second part.

The main theorem, `solidHarmonic_properties`, says that for all natural $m$ and $k$:

- $R_{m+k}$ is homogeneous of degree $m+k$;
- its Laplacian is zero;
- $\partial_zR_m=0$;
- $\partial_zR_{m+k+1}=(2m+k+1)R_{m+k}$, where $2m+k+1$ is $l+m$ for $l=m+k+1$.

Lean's `IsHomogeneous` also admits the zero polynomial, so `solidHarmonic_ne_zero` is what makes $l$ the actual degree. `Lz_solidHarmonic` gives the eigenvalue equation.

Negative $m$, orthogonality and the operator $L^2$ are not treated. Nor is normalisation: on the unit sphere, with the Condon–Shortley phase, the usual conversion, quoted here without a formal proof, is

$$Y_l^m=(-1)^m\frac{(2m)!}{2^m\,m!}\sqrt{\frac{2l+1}{4\pi}\,\frac{(l-m)!}{(l+m)!}}\;R_l.$$

```lean
import Mathlib

open MvPolynomial

namespace SolidHarmonicRecursion

noncomputable section

/-- Complex polynomials in the Cartesian coordinates x, y, z (variables 0, 1, 2). -/
abbrev Poly := MvPolynomial (Fin 3) ℂ

/-- The squared radius x² + y² + z². -/
def rSq : Poly := X 0 ^ 2 + X 1 ^ 2 + X 2 ^ 2

/-- The linear polynomial x + iy. -/
def xPlusIy : Poly := X 0 + C Complex.I * X 1

/-- The Laplacian, the sum of the second partial derivatives. -/
def laplacian (p : Poly) : Poly := ∑ i, pderiv i (pderiv i p)

/-- The z component of orbital angular momentum, -i(x ∂/∂y - y ∂/∂x), in units of ħ. -/
def Lz (p : Poly) : Poly := -(C Complex.I * (X 0 * pderiv 1 p - X 1 * pderiv 0 p))

/-- The polynomial R_l with l = m + k, built upwards in l from R_m = (x + iy)^m
by the three-term recursion with R_(m-1) = 0. -/
def solidHarmonic (m : ℕ) : ℕ → Poly
  | 0 => xPlusIy ^ m
  | 1 => ((2 * m + 1 : ℕ) : Poly) * (X 2 * solidHarmonic m 0)
  | k + 2 => C (((k + 2 : ℕ) : ℂ)⁻¹) *
      (((2 * m + 2 * k + 3 : ℕ) : Poly) * (X 2 * solidHarmonic m (k + 1))
        - ((2 * m + k + 1 : ℕ) : Poly) * (rSq * solidHarmonic m k))

/-- The recursion (l-m+1) R_(l+1) = (2l+1) z R_l - (l+m) r² R_(l-1), first for l = m,
where the last term is absent, and then for l = m + k + 1. -/
theorem recurrence (m : ℕ) :
    solidHarmonic m 1 = ((2 * m + 1 : ℕ) : Poly) * (X 2 * solidHarmonic m 0) ∧
    ∀ k : ℕ, ((k + 2 : ℕ) : Poly) * solidHarmonic m (k + 2) =
      ((2 * m + 2 * k + 3 : ℕ) : Poly) * (X 2 * solidHarmonic m (k + 1))
        - ((2 * m + k + 1 : ℕ) : Poly) * (rSq * solidHarmonic m k) := by
  refine ⟨rfl, fun k => ?_⟩
  have hc : ((k + 2 : ℕ) : Poly) * C (((k + 2 : ℕ) : ℂ)⁻¹) = 1 := by
    rw [← map_natCast (C : ℂ →+* Poly) (k + 2), ← C_mul,
      mul_inv_cancel₀ (Nat.cast_ne_zero.mpr (by omega)), C_1]
  change ((k + 2 : ℕ) : Poly) * (C (((k + 2 : ℕ) : ℂ)⁻¹) * _) = _
  rw [← mul_assoc, hc, one_mul]

/-- A natural-number factor passes through a partial derivative. -/
theorem pderiv_natCast_mul (i : Fin 3) (n : ℕ) (p : Poly) :
    pderiv i ((n : Poly) * p) = (n : Poly) * pderiv i p := by
  rw [← nsmul_eq_mul, map_nsmul, nsmul_eq_mul]

/-- Product rule for the Laplacian with a factor z: Δ(z p) = z Δp + 2 ∂p/∂z. -/
theorem laplacian_z_mul (p : Poly) :
    laplacian (X 2 * p) = X 2 * laplacian p + 2 * pderiv 2 p := by
  simp [laplacian, Fin.sum_univ_three, pderiv_X, Pi.single_apply]
  ring

/-- Product rule for the Laplacian with a factor r²:
Δ(r² p) = r² Δp + 4 (x ∂/∂x + y ∂/∂y + z ∂/∂z) p + 6 p. -/
theorem laplacian_rSq_mul (p : Poly) :
    laplacian (rSq * p) = rSq * laplacian p + 4 * ∑ i, X i * pderiv i p + 6 * p := by
  simp [laplacian, rSq, Fin.sum_univ_three, pow_two, pderiv_X, Pi.single_apply]
  ring

/-- The power (x + iy)^m does not depend on z, is annihilated by ∂/∂x + i ∂/∂y,
and has zero Laplacian. -/
theorem xPlusIy_pow (m : ℕ) :
    pderiv 2 (xPlusIy ^ m) = 0 ∧
    pderiv 0 (xPlusIy ^ m) + C Complex.I * pderiv 1 (xPlusIy ^ m) = 0 ∧
    laplacian (xPlusIy ^ m) = 0 := by
  have hI : (C Complex.I * C Complex.I : Poly) = -1 := by
    rw [← C_mul, Complex.I_mul_I, C_neg, C_1]
  have h0 : pderiv 0 xPlusIy = 1 := by
    simp [xPlusIy, pderiv_X]
  have h1 : pderiv 1 xPlusIy = C Complex.I := by
    simp [xPlusIy, pderiv_X]
  have h2 : pderiv 2 xPlusIy = 0 := by
    simp [xPlusIy, pderiv_X]
  induction m with
  | zero => simp [laplacian]
  | succ n ih =>
    obtain ⟨a, b, c⟩ := ih
    rw [pow_succ]
    generalize xPlusIy ^ n = p at a b c ⊢
    refine ⟨by rw [pderiv_mul, a, h2]; ring, ?_, ?_⟩
    · rw [pderiv_mul, pderiv_mul, h0, h1]
      linear_combination xPlusIy * b + p * hI
    · simp only [laplacian, Fin.sum_univ_three] at c ⊢
      simp only [pderiv_mul, map_add, h0, h1, h2, pderiv_C, pderiv_one, map_zero]
      linear_combination xPlusIy * c + 2 * b

/-- R_l is homogeneous of degree l = m + k. -/
theorem isHomogeneous (m : ℕ) : ∀ k, (solidHarmonic m k).IsHomogeneous (m + k) := by
  have hn : ∀ n : ℕ, (n : Poly).IsHomogeneous 0 := fun n => by
    rw [← map_natCast (C : ℂ →+* Poly) n]
    exact isHomogeneous_C _ _
  have hz : (X 2 : Poly).IsHomogeneous 1 := isHomogeneous_X _ _
  have hr : rSq.IsHomogeneous 2 :=
    (((isHomogeneous_X ℂ (0 : Fin 3)).pow 2).add ((isHomogeneous_X ℂ (1 : Fin 3)).pow 2)).add
      ((isHomogeneous_X ℂ (2 : Fin 3)).pow 2)
  have hw : xPlusIy.IsHomogeneous 1 :=
    (isHomogeneous_X ℂ (0 : Fin 3)).add (isHomogeneous_C_mul_X _ _)
  intro k
  induction k using Nat.strong_induction_on with
  | _ k ih =>
    match k, ih with
    | 0, _ =>
      rw [show m + 0 = 1 * m by omega]
      exact hw.pow m
    | 1, ih =>
      rw [(recurrence m).1, show m + 1 = 0 + (1 + (m + 0)) by omega]
      exact (hn _).mul (hz.mul (ih 0 (by omega)))
    | k + 2, ih =>
      have a := (hn (2 * m + 2 * k + 3)).mul (hz.mul (ih (k + 1) (by omega)))
      have b := (hn (2 * m + k + 1)).mul (hr.mul (ih k (by omega)))
      rw [show 0 + (1 + (m + (k + 1))) = m + (k + 2) by omega] at a
      rw [show 0 + (2 + (m + k)) = m + (k + 2) by omega] at b
      have c := (isHomogeneous_C (Fin 3) (((k + 2 : ℕ) : ℂ)⁻¹)).mul (a.sub b)
      rw [zero_add] at c
      exact c

/-- The z-derivative rule ∂R_l/∂z = (l+m) R_(l-1), for l = m + k + 1. -/
theorem pderiv_z (m : ℕ) : ∀ k, pderiv 2 (solidHarmonic m (k + 1)) =
    ((2 * m + k + 1 : ℕ) : Poly) * solidHarmonic m k := by
  have hz : ∀ p : Poly, pderiv 2 (X 2 * p) = p + X 2 * pderiv 2 p := fun p => by
    rw [pderiv_mul, pderiv_X_self, one_mul]
  have hr : ∀ p : Poly, pderiv 2 (rSq * p) = 2 * X 2 * p + rSq * pderiv 2 p := fun p => by
    have a : pderiv 2 (X 0 : Poly) = 0 := pderiv_X_of_ne (by decide)
    have b : pderiv 2 (X 1 : Poly) = 0 := pderiv_X_of_ne (by decide)
    have h : pderiv 2 rSq = 2 * X 2 := by
      rw [rSq, pow_two, pow_two, pow_two, map_add, map_add, pderiv_mul, pderiv_mul,
        pderiv_mul, a, b, pderiv_X_self]
      ring
    rw [pderiv_mul, h]
  have d0 : pderiv 2 (solidHarmonic m 0) = 0 := (xPlusIy_pow m).1
  have d1 : pderiv 2 (solidHarmonic m 1) = ((2 * m + 1 : ℕ) : Poly) * solidHarmonic m 0 := by
    rw [(recurrence m).1, pderiv_natCast_mul, hz, d0, mul_zero, add_zero]
  intro k
  induction k using Nat.strong_induction_on with
  | _ k ih =>
    match k, ih with
    | 0, _ => exact d1
    | 1, _ =>
      have s1 := (recurrence m).1
      have h := congrArg (fun p => pderiv 2 p) ((recurrence m).2 0)
      simp only [map_sub, pderiv_natCast_mul, hz, hr, zero_add, d0, d1] at h
      apply mul_left_cancel₀ (two_ne_zero : (2 : Poly) ≠ 0)
      change 2 * pderiv 2 (solidHarmonic m 2) = _
      push_cast at h s1 ⊢
      linear_combination h - (2 * (m : Poly) + 1) * s1
    | k + 2, ih =>
      have e1 : pderiv 2 (solidHarmonic m (k + 2)) =
        ((2 * m + (k + 1) + 1 : ℕ) : Poly) * solidHarmonic m (k + 1) := ih (k + 1) (by omega)
      have e0 := ih k (by omega)
      have s := (recurrence m).2 k
      have t : ((k + 3 : ℕ) : Poly) * solidHarmonic m (k + 3) =
        ((2 * m + 2 * (k + 1) + 3 : ℕ) : Poly) * (X 2 * solidHarmonic m (k + 2))
          - ((2 * m + (k + 1) + 1 : ℕ) : Poly) * (rSq * solidHarmonic m (k + 1)) :=
        (recurrence m).2 (k + 1)
      -- differentiate the recursion, then use its previous step
      have h := congrArg (fun p => pderiv 2 p) t
      simp only [map_sub, pderiv_natCast_mul, hz, hr, e1, e0] at h
      apply mul_left_cancel₀ (Nat.cast_ne_zero.mpr (by omega) : ((k + 3 : ℕ) : Poly) ≠ 0)
      change _ * pderiv 2 (solidHarmonic m (k + 3)) = _
      push_cast at h s ⊢
      linear_combination h - (2 * (m : Poly) + k + 2) * s

/-- For every l = m + k, R_l is homogeneous of degree l and has zero Laplacian;
moreover ∂R_m/∂z = 0 and ∂R_(l+1)/∂z = (l+1+m) R_l. -/
theorem solidHarmonic_properties (m k : ℕ) :
    (solidHarmonic m k).IsHomogeneous (m + k) ∧
    laplacian (solidHarmonic m k) = 0 ∧
    pderiv 2 (solidHarmonic m 0) = 0 ∧
    pderiv 2 (solidHarmonic m (k + 1)) =
      ((2 * m + k + 1 : ℕ) : Poly) * solidHarmonic m k := by
  refine ⟨isHomogeneous m k, ?_, (xPlusIy_pow m).1, pderiv_z m k⟩
  have hn : ∀ (n : ℕ) (p : Poly), laplacian ((n : Poly) * p) = (n : Poly) * laplacian p :=
    fun n p => by simp only [laplacian, pderiv_natCast_mul, Finset.mul_sum]
  have hs : ∀ p q : Poly, laplacian (p - q) = laplacian p - laplacian q :=
    fun p q => by simp only [laplacian, map_sub, Finset.sum_sub_distrib]
  have l0 : laplacian (solidHarmonic m 0) = 0 := (xPlusIy_pow m).2.2
  have d0 : pderiv 2 (solidHarmonic m 0) = 0 := (xPlusIy_pow m).1
  induction k using Nat.strong_induction_on with
  | _ k ih =>
    match k, ih with
    | 0, _ => exact l0
    | 1, _ =>
      rw [(recurrence m).1, hn, laplacian_z_mul, l0, d0]
      ring
    | k + 2, ih =>
      have h := congrArg laplacian ((recurrence m).2 k)
      -- Euler's identity evaluates the first-order term
      rw [hn, hs, hn, hn, laplacian_z_mul, laplacian_rSq_mul, ih (k + 1) (by omega),
        ih k (by omega), pderiv_z, (isHomogeneous m k).sum_X_mul_pderiv, nsmul_eq_mul] at h
      apply mul_left_cancel₀ (Nat.cast_ne_zero.mpr (by omega) : ((k + 2 : ℕ) : Poly) ≠ 0)
      push_cast at h ⊢
      linear_combination h

/-- Every R_l satisfies L_z R_l = m R_l. -/
theorem Lz_solidHarmonic (m k : ℕ) :
    Lz (solidHarmonic m k) = (m : Poly) * solidHarmonic m k := by
  have hm : ∀ p q : Poly, Lz (p * q) = Lz p * q + p * Lz q := fun p q => by
    simp only [Lz, pderiv_mul]
    ring
  have hn : ∀ (n : ℕ) (p : Poly), Lz ((n : Poly) * p) = (n : Poly) * Lz p := fun n p => by
    simp only [Lz, pderiv_natCast_mul]
    ring
  have hs : ∀ p q : Poly, Lz (p - q) = Lz p - Lz q := fun p q => by
    simp only [Lz, map_sub]
    ring
  have a1 : pderiv 0 (X 1 : Poly) = 0 := pderiv_X_of_ne (by decide)
  have a2 : pderiv 0 (X 2 : Poly) = 0 := pderiv_X_of_ne (by decide)
  have b0 : pderiv 1 (X 0 : Poly) = 0 := pderiv_X_of_ne (by decide)
  have b2 : pderiv 1 (X 2 : Poly) = 0 := pderiv_X_of_ne (by decide)
  have hz : Lz (X 2) = 0 := by
    rw [Lz, a2, b2]
    ring
  have hr : Lz rSq = 0 := by
    have h0 : pderiv 0 rSq = 2 * X 0 := by
      rw [rSq, pow_two, pow_two, pow_two, map_add, map_add, pderiv_mul, pderiv_mul,
        pderiv_mul, a1, a2, pderiv_X_self]
      ring
    have h1 : pderiv 1 rSq = 2 * X 1 := by
      rw [rSq, pow_two, pow_two, pow_two, map_add, map_add, pderiv_mul, pderiv_mul,
        pderiv_mul, b0, b2, pderiv_X_self]
      ring
    rw [Lz, h0, h1]
    ring
  have hw : Lz xPlusIy = xPlusIy := by
    have hI : (C Complex.I * C Complex.I : Poly) = -1 := by
      rw [← C_mul, Complex.I_mul_I, C_neg, C_1]
    have h0 : pderiv 0 xPlusIy = 1 := by
      simp [xPlusIy, pderiv_X]
    have h1 : pderiv 1 xPlusIy = C Complex.I := by
      simp [xPlusIy, pderiv_X]
    rw [Lz, h0, h1, xPlusIy]
    linear_combination (-X 0 : Poly) * hI
  have hp : ∀ n : ℕ, Lz (xPlusIy ^ n) = (n : Poly) * xPlusIy ^ n := fun n => by
    induction n with
    | zero => simp [Lz]
    | succ n ih =>
      rw [pow_succ, hm, ih, hw]
      push_cast
      ring
  induction k using Nat.strong_induction_on with
  | _ k ih =>
    match k, ih with
    | 0, _ => exact hp m
    | 1, ih =>
      rw [(recurrence m).1, hn, hm, hz, ih 0 (by omega)]
      ring
    | k + 2, ih =>
      have s := (recurrence m).2 k
      have h := congrArg Lz s
      rw [hn, hs, hn, hn, hm, hm, hz, hr, ih (k + 1) (by omega), ih k (by omega)] at h
      apply mul_left_cancel₀ (Nat.cast_ne_zero.mpr (by omega) : ((k + 2 : ℕ) : Poly) ≠ 0)
      linear_combination h - (m : Poly) * s

/-- None of the polynomials R_l with l ≥ m is identically zero. -/
theorem solidHarmonic_ne_zero (m k : ℕ) : solidHarmonic m k ≠ 0 := by
  induction k with
  | zero =>
    change xPlusIy ^ m ≠ 0
    apply pow_ne_zero
    intro h
    have h' := congrArg (eval (![1, 0, 0] : Fin 3 → ℂ)) h
    simp [xPlusIy] at h'
  | succ k ih =>
    intro h
    have d := pderiv_z m k
    rw [h, map_zero] at d
    exact mul_ne_zero (Nat.cast_ne_zero.mpr (by omega)) ih d.symm

end

end SolidHarmonicRecursion
```

```lean
#print axioms SolidHarmonicRecursion.recurrence
#print axioms SolidHarmonicRecursion.solidHarmonic_properties
#print axioms SolidHarmonicRecursion.Lz_solidHarmonic
#print axioms SolidHarmonicRecursion.solidHarmonic_ne_zero
```

```
'SolidHarmonicRecursion.recurrence' depends on axioms: [propext, Classical.choice, Quot.sound]
'SolidHarmonicRecursion.solidHarmonic_properties' depends on axioms: [propext, Classical.choice, Quot.sound]
'SolidHarmonicRecursion.Lz_solidHarmonic' depends on axioms: [propext, Classical.choice, Quot.sound]
'SolidHarmonicRecursion.solidHarmonic_ne_zero' depends on axioms: [propext, Classical.choice, Quot.sound]
```

## From the recursion to the checked proof

`isHomogeneous` adds degrees under multiplication, using strong induction on $k$. The cases $k=0$, $k=1$ and $k+2$ correspond to the start, the step with $R_{m-1}=0$, and the full recursion. The inductions for the Laplacian and for $L_z$ use the same three cases. In `pderiv_z` they are shifted by one, because the statement at $k$ concerns $R_{m+k+1}$: its case $k=0$ is the step with $R_{m-1}=0$, and the other two use the full recursion.

`xPlusIy_pow` proves the three facts about $w^m$ together, because the Laplacian step needs the first-order identity for the previous power.

In `pderiv_z`, `congrArg` differentiates both sides of the recursion, and `simp only` inserts the product rules and the two earlier derivative rules. The final `linear_combination` subtracts $(l+m)$ times the previous recursion step, which is the replacement of the bracket above. In the general case $l=m+k+2$, so this multiplier appears as `2 * (m : Poly) + k + 2`. This is enough because `mul_left_cancel₀`, applied just before, has reduced the goal to the rule multiplied by the nonzero factor $l-m+1$.

The lemmas `laplacian_z_mul` and `laplacian_rSq_mul` are the two product rules for $\Delta$. The main theorem applies them to the recursion, with `sum_X_mul_pderiv` as Euler's identity, and `linear_combination h` completes the cancellation.

`Lz_solidHarmonic` first proves the product rule and the actions on $z$, $r^2$ and $w$, then subtracts $m$ times the recursion from its image under $L_z$. `solidHarmonic_ne_zero` uses `pderiv_z` for the descent and evaluates $x+iy$ at $(1,0,0)$ to settle the base case.
